# An exponentially decaying charge tail bounds the error in a surface's vacuum level

**Q:** To get a work function from a slab calculation, I average the electrostatic potential over planes parallel to the surface, read it at some height in the vacuum, and use that value as the vacuum level. But the true level is a limit at infinite height. How wrong is my reading?

**A:** Let z ≥ 0 be the height above a plane outside the surface, φ the averaged potential, ρ the averaged charge density and V the limit of φ. In Gaussian units, suppose

φ'' = −4πρ,  |ρ(z)| ≤ C exp(−kz),  k > 0.

Then

|φ(z) − V| ≤ 4πC exp(−kz)/k².

For a single surface facing an unbounded vacuum, this turns a bound on the charge tail into an error bar on the vacuum level, and hence on the electrostatic part of the work function.

**Q:** Derive it. I would integrate Poisson's equation twice, but that needs the field to vanish at infinity.

**A:** That follows from φ → V together with the bound on ρ. Start with any function f whose slope satisfies |f'(z)| ≤ A exp(−kz). Then

(f − (A/k) exp(−kz))' = f' + A exp(−kz) ≥ 0,

so f − (A/k) exp(−kz) never decreases. The same holds with −f in place of f. If f also tends to a limit F, a nondecreasing function lies below its limit, so

f(z) − (A/k) exp(−kz) ≤ F,
−f(z) − (A/k) exp(−kz) ≤ −F.

Together these give |f(z) − F| ≤ (A/k) exp(−kz).

Now take f = φ' and A = 4πC, and write T(z) = (4πC/k) exp(−kz), which is nonnegative. The two monotonicity statements give, for y ≥ z,

φ'(z) − T(z) ≤ φ'(y) ≤ φ'(z) + T(z).

For each x ≥ z, the mean value theorem supplies a y between x and x + 1 with φ'(y) = φ(x + 1) − φ(x). As x grows, this difference tends to V − V = 0. Hence φ'(z) − T(z) ≤ 0 ≤ φ'(z) + T(z), which is |φ'(z)| ≤ T(z). Applying the first result to f = φ with A = 4πC/k gives the bound.

**Q:** What does the formal version take as "the potential outside a surface"?

**A:** Three real functions and one predicate.

In Lean 4 with Mathlib:

```lean
import Mathlib

open Set Filter Topology
open scoped Real

namespace VacuumLevelError

/-- The planar-averaged potential `φ`, with slope `φ'`, satisfies Poisson's equation
`φ'' = -4πρ` (Gaussian units) on the half-line `z ≥ 0` outside a surface. -/
structure SolvesPoisson (φ φ' ρ : ℝ → ℝ) : Prop where
  slope : ∀ z, 0 ≤ z → HasDerivWithinAt φ (φ' z) (Ici 0) z
  poisson : ∀ z, 0 ≤ z → HasDerivWithinAt φ' (-(4 * π * ρ z)) (Ici 0) z
```

`SolvesPoisson φ φ' ρ` says that `φ'` is the slope of `φ` and that the slope of `φ'` is −4πρ, at every z ≥ 0. `Ici 0` is the half-line [0, ∞), so the derivatives at z = 0 are one-sided and nothing is required inside the material. A twice continuously differentiable potential qualifies, but continuity of ρ is not assumed. Here φ is the electrostatic potential; an electron's potential energy is −eφ.

**Q:** And the exponential bound on ρ? Nobody derived that from electronic structure.

**A:** Correct, it is assumed. It models the charge density of the electrons that spill into the vacuum: k is the decay rate of the bound, and C is the bound on the magnitude at z = 0. The vacuum level enters as `Tendsto φ atTop (𝓝 V)`, also an assumption.

**Q:** My cell is periodic, though.

**A:** Then the model describes your calculation only as far as one surface can be treated alone. It has no periodic images, no second face and no change of ρ with cell size.

**Q:** Show me how the proof begins.

**A:** With the exponential tail: its slope, and its limit of zero.

```lean
variable {φ φ' ρ f f' : ℝ → ℝ} {A C k V : ℝ}

/-- For `k ≠ 0`, the exponential tail `(A/k) exp(-kz)` has slope `-A exp(-kz)`. -/
theorem hasDerivAt_tail (hk : k ≠ 0) (A z : ℝ) :
    HasDerivAt (fun y => A / k * Real.exp (-(k * y))) (-(A * Real.exp (-(k * z)))) z := by
  have h : HasDerivAt (fun y : ℝ => -(k * y)) (-k) z :=
    ((hasDerivAt_id' z).const_mul k).fun_neg.congr_deriv (by ring)
  exact (h.exp.const_mul (A / k)).congr_deriv (by field_simp)

/-- For `k > 0`, an exponential tail `B exp(-kz)` vanishes far from the surface. -/
theorem tendsto_tail (hk : 0 < k) (B : ℝ) :
    Tendsto (fun z => B * Real.exp (-(k * z))) atTop (𝓝 0) := by
  have h := (Real.tendsto_exp_neg_atTop_nhds_zero.comp
    (tendsto_id.const_mul_atTop hk)).const_mul B
  rw [mul_zero] at h
  exact h
```

The next lemma is the monotonicity step. `monotoneOn_of_hasDerivWithinAt_nonneg` turns the nonnegative slope into a nondecreasing function.

```lean
/-- If the slope of `f` is at most `A exp(-kz)` in magnitude on `z ≥ 0`, with `k > 0`, then
`f(z) - (A/k) exp(-kz)` never decreases there. -/
theorem monotoneOn_sub_tail (hk : 0 < k)
    (hf : ∀ z, 0 ≤ z → HasDerivWithinAt f (f' z) (Ici 0) z)
    (hb : ∀ z, 0 ≤ z → |f' z| ≤ A * Real.exp (-(k * z))) :
    MonotoneOn (fun z => f z - A / k * Real.exp (-(k * z))) (Ici 0) := by
  have hd : ∀ z, 0 ≤ z → HasDerivWithinAt (fun z => f z - A / k * Real.exp (-(k * z)))
      (f' z - -(A * Real.exp (-(k * z)))) (Ici 0) z := fun z hz =>
    (hf z hz).fun_sub (hasDerivAt_tail hk.ne' A z).hasDerivWithinAt
  refine monotoneOn_of_hasDerivWithinAt_nonneg (convex_Ici 0)
    (fun z hz => (hd z hz).continuousWithinAt)
    (fun z hz => (hd z (interior_subset hz)).mono interior_subset) (fun z hz => ?_)
  have := (abs_le.mp (hb z (interior_subset hz))).1
  linarith
```

Then comes the distance from the limit. `m1` and `m2` are the statements for f and −f, and `ge_of_tendsto` places each function below its limit.

```lean
/-- If the slope of `f` is at most `A exp(-kz)` in magnitude on `z ≥ 0`, with `k > 0`, and `f`
tends to `V`, then `f(z)` differs from `V` by at most `(A/k) exp(-kz)`. -/
theorem abs_sub_limit_le (hk : 0 < k)
    (hf : ∀ z, 0 ≤ z → HasDerivWithinAt f (f' z) (Ici 0) z)
    (hb : ∀ z, 0 ≤ z → |f' z| ≤ A * Real.exp (-(k * z)))
    (hV : Tendsto f atTop (𝓝 V)) {z : ℝ} (hz : 0 ≤ z) :
    |f z - V| ≤ A / k * Real.exp (-(k * z)) := by
  have m1 := monotoneOn_sub_tail hk hf hb
  have m2 := monotoneOn_sub_tail (f := fun y => -f y) (f' := fun y => -f' y) hk
    (fun y hy => (hf y hy).fun_neg) (fun y hy => by simpa only [abs_neg] using hb y hy)
  -- a nondecreasing function lies below its limit
  have h1 := ge_of_tendsto (hV.sub (tendsto_tail hk (A / k)))
    ((eventually_ge_atTop z).mono fun x hx => m1 hz (hz.trans hx) hx)
  have h2 := ge_of_tendsto (hV.neg.sub (tendsto_tail hk (A / k)))
    ((eventually_ge_atTop z).mono fun x hx => m2 hz (hz.trans hx) hx)
  dsimp only at h1 h2
  exact abs_le.mpr ⟨by linarith, by linarith⟩
```

**Q:** Where does Poisson's equation enter?

**A:** First through the size of its source, then through the bound on the slope.

```lean
/-- If the charge density is at most `C exp(-kz)` in magnitude on `z ≥ 0`, then the Poisson source
`-4πρ` is at most `4πC exp(-kz)` in magnitude there. -/
theorem source_bound (hρ : ∀ z, 0 ≤ z → |ρ z| ≤ C * Real.exp (-(k * z))) (z : ℝ)
    (hz : 0 ≤ z) : |-(4 * π * ρ z)| ≤ 4 * π * C * Real.exp (-(k * z)) := by
  have hp : 0 < 4 * π := by positivity
  rw [abs_neg, abs_mul, abs_of_pos hp, mul_assoc (4 * π) C]
  exact mul_le_mul_of_nonneg_left (hρ z hz) hp.le

/-- If the charge density is at most `C exp(-kz)` in magnitude, with `k > 0`, and the potential
tends to a vacuum level, then its slope is at most `(4πC/k) exp(-kz)` in magnitude. -/
theorem field_bound (hk : 0 < k) (h : SolvesPoisson φ φ' ρ)
    (hρ : ∀ z, 0 ≤ z → |ρ z| ≤ C * Real.exp (-(k * z)))
    (hV : Tendsto φ atTop (𝓝 V)) (z : ℝ) (hz : 0 ≤ z) :
    |φ' z| ≤ 4 * π * C / k * Real.exp (-(k * z)) := by
  have hb := source_bound hρ
  have m1 := monotoneOn_sub_tail hk h.poisson hb
  have m2 := monotoneOn_sub_tail (f := fun y => -φ' y) (f' := fun y => -(-(4 * π * ρ y))) hk
    (fun y hy => (h.poisson y hy).fun_neg)
    (fun y hy => by rw [abs_neg]; exact hb y hy)
  -- the change in potential over a unit length tends to zero and is a slope further out
  have hlim : Tendsto (fun x => φ (x + 1) - φ x) atTop (𝓝 0) := by
    have := (hV.comp (tendsto_atTop_add_const_right atTop (1 : ℝ) tendsto_id)).sub hV
    rw [sub_self] at this
    exact this
  have key : ∀ x, z ≤ x → φ' z - 4 * π * C / k * Real.exp (-(k * z)) ≤ φ (x + 1) - φ x ∧
      φ (x + 1) - φ x ≤ φ' z + 4 * π * C / k * Real.exp (-(k * z)) := by
    intro x hx
    obtain ⟨y, hy, he⟩ := exists_hasDerivAt_eq_slope φ φ' (lt_add_one x)
      (fun y hy => (h.slope y (hz.trans (hx.trans hy.1))).continuousWithinAt.mono
        (fun w hw => hz.trans (hx.trans hw.1)))
      (fun y hy => (h.slope y (hz.trans (hx.trans hy.1.le))).hasDerivAt
        (Ici_mem_nhds (lt_of_le_of_lt (hz.trans hx) hy.1)))
    rw [add_sub_cancel_left, div_one] at he
    have hzy : z ≤ y := hx.trans hy.1.le
    have ht : 0 ≤ 4 * π * C / k * Real.exp (-(k * y)) := by
      rw [div_mul_eq_mul_div]
      exact div_nonneg ((abs_nonneg _).trans (hb y (hz.trans hzy))) hk.le
    have h1 := m1 hz (hz.trans hzy) hzy
    have h2 := m2 hz (hz.trans hzy) hzy
    dsimp only at h1 h2
    constructor <;> linarith
  have h1 := ge_of_tendsto hlim ((eventually_ge_atTop z).mono fun x hx => (key x hx).1)
  have h2 := le_of_tendsto hlim ((eventually_ge_atTop z).mono fun x hx => (key x hx).2)
  exact abs_le.mpr ⟨by linarith, by linarith⟩
```

In `field_bound`, `exists_hasDerivAt_eq_slope` is the mean value theorem on [x, x + 1]. `key` holds the two inequalities around φ(x + 1) − φ(x), and `hlim` sends that difference to zero.

**Q:** So the main theorem needs no separate condition on the field?

**A:** None. Its hypotheses are k > 0, Poisson's equation, the charge bound and convergence to V. The proof applies `abs_sub_limit_le` to φ, using the slope bound just obtained.

```lean
/-- If the charge density outside the surface is at most `C exp(-kz)` in magnitude, with `k > 0`,
and the potential tends to the vacuum level `V`, then the potential read at height `z ≥ 0`
misses `V` by at most `4πC exp(-kz)/k²`. -/
theorem vacuum_level_error (hk : 0 < k) (h : SolvesPoisson φ φ' ρ)
    (hρ : ∀ z, 0 ≤ z → |ρ z| ≤ C * Real.exp (-(k * z)))
    (hV : Tendsto φ atTop (𝓝 V)) {z : ℝ} (hz : 0 ≤ z) :
    |φ z - V| ≤ 4 * π * C * Real.exp (-(k * z)) / k ^ 2 :=
  (abs_sub_limit_le hk h.slope (field_bound hk h hρ hV) hV hz).trans_eq (by ring)
```

**Q:** What if a residual field crosses the vacuum, as it can beside a polar slab in a periodic cell with no dipole correction?

**A:** In the unbounded vacuum of this model, a slope that tends to a nonzero constant leaves φ without a finite limit, so there is no vacuum level to read. For a charge tail of this kind, the field vanishes at infinity exactly when φ has a finite limit.

```lean
/-- For a charge density at most `C exp(-kz)` in magnitude, with `k > 0`, the slope of the
potential vanishes at infinity exactly when the potential tends to some vacuum level. -/
theorem field_free_iff_vacuum_level (hk : 0 < k) (h : SolvesPoisson φ φ' ρ)
    (hρ : ∀ z, 0 ≤ z → |ρ z| ≤ C * Real.exp (-(k * z))) :
    Tendsto φ' atTop (𝓝 0) ↔ ∃ V, Tendsto φ atTop (𝓝 V) := by
  constructor
  · intro h0
    have hE : ∀ z, 0 ≤ z → |φ' z| ≤ 4 * π * C / k * Real.exp (-(k * z)) := fun z hz => by
      have := abs_sub_limit_le hk h.poisson (source_bound hρ) h0 hz
      rwa [sub_zero] at this
    have m1 := monotoneOn_sub_tail hk h.slope hE
    have m2 := monotoneOn_sub_tail (f := fun y => -φ y) (f' := fun y => -φ' y) hk
      (fun y hy => (h.slope y hy).fun_neg) (fun y hy => by simpa only [abs_neg] using hE y hy)
    set B := 4 * π * C / k / k with hB
    -- the potential minus its tail is monotone and bounded, hence convergent
    let g : ℝ → ℝ := fun z => φ (max z 0) - B * Real.exp (-(k * max z 0))
    have hg : Monotone g := fun x y hxy =>
      m1 (le_max_right x 0) (le_max_right y 0) (max_le_max_right 0 hxy)
    have hbdd : BddAbove (range g) := by
      refine ⟨φ 0 + B * Real.exp (-(k * 0)), ?_⟩
      rintro _ ⟨z, rfl⟩
      have hz : 0 ≤ max z 0 := le_max_right z 0
      have h2 := m2 (le_refl (0 : ℝ)) hz hz
      have ht : 0 ≤ B * Real.exp (-(k * max z 0)) := by
        rw [hB, div_mul_eq_mul_div]
        exact div_nonneg ((abs_nonneg _).trans (hE _ hz)) hk.le
      dsimp only [g] at h2 ⊢
      linarith
    refine ⟨_, ((tendsto_atTop_ciSup hg hbdd).add (tendsto_tail hk B)).congr' ?_⟩
    filter_upwards [eventually_ge_atTop (0 : ℝ)] with z hz
    simp only [g, max_eq_left hz, sub_add_cancel]
  · rintro ⟨V, hV⟩
    exact squeeze_zero_norm' ((eventually_ge_atTop 0).mono (field_bound hk h hρ hV))
      (tendsto_tail hk _)
```

One direction is `field_bound`. For the other, φ' → 0 gives |φ'| ≤ T. With B = 4πC/k², the function φ − B exp(−kz) is then nondecreasing. Since −φ − B exp(−kz) is nondecreasing too,

φ(z) + B exp(−kz) ≤ φ(0) + B,

which bounds the first function above. It therefore converges, and adding back the vanishing tail shows that φ does. In the code, `max z 0` extends the function to the whole line, so that `tendsto_atTop_ciSup` applies.

**Q:** How much vacuum do I need for a tolerance ε > 0?

**A:** With C > 0, the bound is at most ε once exp(kL) ≥ 4πC/(k²ε), so any height L ≥ 0 with

L ≥ log(4πC/(k²ε))/k

is enough. This L is the distance from the plane z = 0 to the point of reading, not the full gap between periodic slabs.

```lean
/-- Under the conditions of the error bound, with `C > 0`, the potential read at a height `L ≥ 0` of
at least `log(4πC/(k²ε))/k` is within the tolerance `ε > 0` of the vacuum level. -/
theorem sufficient_vacuum_thickness (hk : 0 < k) (hC : 0 < C) (h : SolvesPoisson φ φ' ρ)
    (hρ : ∀ z, 0 ≤ z → |ρ z| ≤ C * Real.exp (-(k * z)))
    (hV : Tendsto φ atTop (𝓝 V)) {ε L : ℝ} (hε : 0 < ε) (hL : 0 ≤ L)
    (hthick : Real.log (4 * π * C / (k ^ 2 * ε)) / k ≤ L) : |φ L - V| ≤ ε := by
  refine (vacuum_level_error hk h hρ hV hL).trans ?_
  rw [div_le_iff₀ hk, Real.log_le_iff_le_exp (by positivity),
    div_le_iff₀ (by positivity)] at hthick
  have he : Real.exp (L * k) * Real.exp (-(k * L)) = 1 := by
    rw [← Real.exp_add, show L * k + -(k * L) = 0 by ring, Real.exp_zero]
  rw [div_le_iff₀ (by positivity)]
  calc 4 * π * C * Real.exp (-(k * L))
      ≤ Real.exp (L * k) * (k ^ 2 * ε) * Real.exp (-(k * L)) := by gcongr
    _ = ε * k ^ 2 := by linear_combination (k ^ 2 * ε) * he
```

The proof converts the logarithm into that exponential inequality and multiplies by exp(−kL).

**Q:** Could a better argument reduce the factor 4π/k²?

**A:** Not under these hypotheses. For C > 0, take ρ = C exp(−kz) and

φ = V − 4πC exp(−kz)/k².

Then φ' = (4πC/k) exp(−kz) and φ'' = −4πC exp(−kz) = −4πρ. This potential tends to V, and its error equals the bound at every height. The charge here is positive; for a tail of electrons, reverse the signs of ρ and of φ − V, and the error has the same size. The last theorem checks the two derivatives, the limit and the error in turn.

```lean
/-- For `k > 0` and `C > 0`, the charge density `C exp(-kz)` has a potential that tends to `V`
and misses it by exactly `4πC exp(-kz)/k²` at every height. -/
theorem error_bound_sharp (hk : 0 < k) (hC : 0 < C) (V : ℝ) :
    SolvesPoisson (fun z => V - 4 * π * C * Real.exp (-(k * z)) / k ^ 2)
      (fun z => 4 * π * C / k * Real.exp (-(k * z))) (fun z => C * Real.exp (-(k * z))) ∧
    Tendsto (fun z => V - 4 * π * C * Real.exp (-(k * z)) / k ^ 2) atTop (𝓝 V) ∧
    ∀ z, |(V - 4 * π * C * Real.exp (-(k * z)) / k ^ 2) - V| =
      4 * π * C * Real.exp (-(k * z)) / k ^ 2 := by
  have e : ∀ z, 4 * π * C * Real.exp (-(k * z)) / k ^ 2 =
      4 * π * C / k / k * Real.exp (-(k * z)) := fun z => by ring
  simp only [e]
  refine ⟨⟨fun z _ => ?_, fun z _ => ?_⟩, ?_, fun z => ?_⟩
  · have h : HasDerivAt (fun y => V - 4 * π * C / k / k * Real.exp (-(k * y)))
        (4 * π * C / k * Real.exp (-(k * z))) z :=
      ((hasDerivAt_tail hk.ne' (4 * π * C / k) z).const_sub V).congr_deriv (by ring)
    exact h.hasDerivWithinAt
  · have h : HasDerivAt (fun y => 4 * π * C / k * Real.exp (-(k * y)))
        (-(4 * π * (C * Real.exp (-(k * z))))) z :=
      (hasDerivAt_tail hk.ne' (4 * π * C) z).congr_deriv (by ring)
    exact h.hasDerivWithinAt
  · have h := (tendsto_tail hk (4 * π * C / k / k)).const_sub V
    rw [sub_zero] at h
    exact h
  · rw [sub_sub_cancel_left, abs_neg, abs_of_pos (by positivity)]

end VacuumLevelError
```

```lean
#print axioms VacuumLevelError.vacuum_level_error
#print axioms VacuumLevelError.field_free_iff_vacuum_level
#print axioms VacuumLevelError.sufficient_vacuum_thickness
#print axioms VacuumLevelError.error_bound_sharp
```

```
'VacuumLevelError.vacuum_level_error' depends on axioms: [propext, Classical.choice, Quot.sound]
'VacuumLevelError.field_free_iff_vacuum_level' depends on axioms: [propext, Classical.choice, Quot.sound]
'VacuumLevelError.sufficient_vacuum_thickness' depends on axioms: [propext, Classical.choice, Quot.sound]
'VacuumLevelError.error_bound_sharp' depends on axioms: [propext, Classical.choice, Quot.sound]
```
